# To First Order, a Hydrogen 1s Electron Screens One Third of an Applied Field Gradient at the Nucleus

## A nucleus that sees a distorted atom

A nucleus with a quadrupole moment is sensitive to the electric field gradient at its position. When distant charges produce that gradient, they also distort the atom's own electrons, and the distorted cloud adds a gradient of its own. For one electron in a 1s orbital, this added part can be found in closed form.

Use atomic units, with a fixed point nucleus of charge $Z>0$. The unperturbed orbital is $\psi_0=e^{-Zr}$ up to the factor $\sqrt{Z^3/\pi}$, and its energy is $E=-Z^2/2$. Let the applied potential energy of the electron be $\lambda r^L P_L(\cos\theta)$, with $\lambda$ small, $P_L$ a Legendre polynomial and $L\ge 1$. Here $\theta$ is the polar angle from the symmetry axis. A uniform field has $L=1$ and an axially symmetric field gradient has $L=2$.

## The equation for the response

For $L\ge1$ the first-order energy vanishes by symmetry. Write the first-order orbital as $\lambda\psi_1P_L$, with $\psi_1=-f(r)e^{-Zr}$. Its radial equation is

$$(h_L-E)\psi_1=-r^L\psi_0,\qquad h_L=-\frac12\frac{d^2}{dr^2}-\frac1r\frac{d}{dr}+\frac{L(L+1)}{2r^2}-\frac Zr .$$

The product rule gives $\psi_1'=-(f'-Zf)e^{-Zr}$ and $\psi_1''=-(f''-2Zf'+Z^2f)e^{-Zr}$. On substitution, the terms $\pm Zf/r$ and $\pm Z^2f/2$ cancel, which leaves the reduced Sternheimer equation

$$-\frac{f''}2-\frac{f'}r+Zf'+\frac{L(L+1)}{2r^2}f=r^L .$$

Try $f=a\,r^L+b\,r^{L+1}$. The terms without $Z$ turn $r^k$ into $\tfrac12[L(L+1)-k(k+1)]r^{k-2}$. This is zero for $k=L$ and $-(L+1)r^{L-1}$ for $k=L+1$. The left side is therefore

$$\big[ZLa-(L+1)b\big]r^{L-1}+Z(L+1)b\,r^L .$$

Matching powers gives $b=1/((L+1)Z)$ and $a=1/(LZ^2)$, so

$$f=\frac{r^L}{LZ^2}+\frac{r^{L+1}}{(L+1)Z}.$$

## The potential sent back to the nucleus

The first-order change of the normalised electron density is $-2\lambda(Z^3/\pi)f e^{-2Zr}P_L$. In the multipole expansion of its Coulomb repulsion, the coefficient of $r^LP_L$ at the nucleus is $-\lambda\sigma_L$, where

$$\sigma_L=\frac{2}{2L+1}\int_0^\infty 4Z^3r^2e^{-2Zr}\,\frac{f(r)}{r^{L+1}}\,dr .$$

The minus sign means that the induced potential opposes the applied one. Inserting $f$ cancels the powers $r^L$:

$$\int_0^\infty e^{-2Zr}\left(\frac{4Zr}{L}+\frac{4Z^2r^2}{L+1}\right)dr=\frac1{LZ}+\frac1{(L+1)Z}=\frac{2L+1}{L(L+1)Z},$$

because $\int_0^\infty re^{-2Zr}dr=1/(4Z^2)$ and $\int_0^\infty r^2e^{-2Zr}dr=1/(4Z^3)$. Hence

$$\sigma_L=\frac{2}{L(L+1)Z}.$$

For hydrogen and $L=2$ this is $1/3$: two thirds of the applied gradient remain. For $L=1$ it is $1/Z$, so in neutral hydrogen the applied uniform field is fully screened at the nucleus.

A calculation that froze the 1s electron would leave out this opposing part, and for hydrogen it would give a gradient at the nucleus 3/2 times as large as the screened one. The closed form also gives an exact test value for a radial Sternheimer solver.

## Why a constant potential is excluded

The condition $L\ge1$ matters. At $L=0$, Lean's convention that division by zero gives zero reduces the formula for $f$ to $r/Z$. The left side of the reduced equation is then $1-1/(Zr)$, whereas the source is $1$. Physically, a constant potential shifts the energy and leaves the orbital alone, so the first-order energy can no longer be omitted from the equation.

## The statement in Lean

`radialHamiltonian` is $h_L$, acting on a real function through Lean's `deriv`. `response` is $f$, and `firstOrderOrbital` is $\psi_1$, relative to the unnormalised orbital $e^{-Zr}$. `radialDensity` carries the normalisation factor $4Z^3$, and `shielding` is $\sigma_L$, with the integral taken over `Ioi 0`, the half-line $r>0$. In the theorems on the response and the shielding, the charge `Z` is any positive real number and `L` is a natural number with $L\ge1$.

The theorems say that $f$ solves the reduced equation at every $r>0$, that $\psi_1$ solves the first-order Schrödinger equation there, that the density integrates to one, and that $\sigma_L$ has the value above.

The angular factor, the perturbation expansion and the multipole expansion enter through the definitions and are not derived. Uniqueness of $f$ is not addressed either; physically, regularity at the nucleus and decay of $\psi_1$ at large $r$ select this solution. Electron interaction and relativity are absent from the model.

```lean
import Mathlib

open Filter Topology Set MeasureTheory

namespace SternheimerShielding

noncomputable section

/-- The radial Hamiltonian, in atomic units, of an electron with angular momentum `L`
in the field of a nucleus of charge `Z`. -/
def radialHamiltonian (Z : ℝ) (L : ℕ) (u : ℝ → ℝ) (r : ℝ) : ℝ :=
  -(deriv (deriv u) r) / 2 - deriv u r / r
    + ((L : ℝ) * (L + 1) / (2 * r ^ 2) - Z / r) * u r

/-- The amplitude `f` that multiplies the 1s orbital in its response to a potential `r ^ L`. -/
def response (Z : ℝ) (L : ℕ) (r : ℝ) : ℝ :=
  r ^ L / ((L : ℝ) * Z ^ 2) + r ^ (L + 1) / (((L : ℝ) + 1) * Z)

/-- The first-order radial orbital `-f exp(-Z r)`, relative to the 1s orbital `exp(-Z r)`. -/
def firstOrderOrbital (Z : ℝ) (L : ℕ) (r : ℝ) : ℝ :=
  -(response Z L r * Real.exp (-(Z * r)))

/-- The radial probability density of the 1s electron. -/
def radialDensity (Z r : ℝ) : ℝ := 4 * Z ^ 3 * r ^ 2 * Real.exp (-(2 * Z * r))

/-- The strength of the opposing `L`-pole potential that the relaxed 1s electron produces
at the nucleus, per unit of applied potential `r ^ L`. -/
def shielding (Z : ℝ) (L : ℕ) : ℝ :=
  2 / (2 * (L : ℝ) + 1) *
    ∫ r in Ioi (0 : ℝ), radialDensity Z r * response Z L r / r ^ (L + 1)

/-- The slope of an exponential orbital with decay constant `c`. -/
theorem hasDerivAt_orbital (c x : ℝ) :
    HasDerivAt (fun r : ℝ => Real.exp (-(c * r))) (-c * Real.exp (-(c * x))) x := by
  have h : HasDerivAt (fun r : ℝ => -(c * r)) (-c) x :=
    ((hasDerivAt_id' x).const_mul c).fun_neg.congr_deriv (by ring)
  exact h.exp.congr_deriv (by ring)

/-- The slope of the response amplitude. -/
theorem hasDerivAt_response (Z : ℝ) {L : ℕ} (hL : 1 ≤ L) (r : ℝ) :
    HasDerivAt (response Z L) (r ^ (L - 1) / Z ^ 2 + r ^ L / Z) r := by
  have h0 : (L : ℝ) ≠ 0 := by
    have : L ≠ 0 := by omega
    exact_mod_cast this
  have h1 : (L : ℝ) + 1 ≠ 0 := by positivity
  have a := (hasDerivAt_pow L r).div_const ((L : ℝ) * Z ^ 2)
  have b := (hasDerivAt_pow (L + 1) r).div_const (((L : ℝ) + 1) * Z)
  refine (a.fun_add b).congr_deriv ?_
  simp only [Nat.add_sub_cancel]
  push_cast
  rw [mul_div_mul_left _ _ h0, mul_div_mul_left _ _ h1]

/-- The curvature of the response amplitude away from the nucleus. -/
theorem hasDerivAt_deriv_response (Z : ℝ) {L : ℕ} (hL : 1 ≤ L) {r : ℝ} (hr : r ≠ 0) :
    HasDerivAt (deriv (response Z L))
      (((L : ℝ) - 1) * r ^ (L - 1) / r / Z ^ 2 + (L : ℝ) * r ^ (L - 1) / Z) r := by
  have d1 : deriv (response Z L) = fun x => x ^ (L - 1) / Z ^ 2 + x ^ L / Z :=
    funext fun x => (hasDerivAt_response Z hL x).deriv
  rw [d1]
  obtain ⟨n, rfl⟩ : ∃ n, L = n + 1 := ⟨L - 1, by omega⟩
  have key : (n : ℝ) * r ^ (n - 1) = n * r ^ n / r := by
    rcases n with _ | m
    · simp
    · rw [eq_div_iff hr, Nat.add_sub_cancel]
      ring
  refine (((hasDerivAt_pow (n + 1 - 1) r).div_const (Z ^ 2)).fun_add
    ((hasDerivAt_pow (n + 1) r).div_const Z)).congr_deriv ?_
  simp only [Nat.add_sub_cancel]
  rw [key]
  push_cast
  ring

/-- The response amplitude solves the reduced Sternheimer equation with source `r ^ L`. -/
theorem sternheimer_amplitude {Z : ℝ} (hZ : 0 < Z) {L : ℕ} (hL : 1 ≤ L) {r : ℝ} (hr : 0 < r) :
    -(deriv (deriv (response Z L)) r) / 2 - deriv (response Z L) r / r
      + Z * deriv (response Z L) r
      + (L : ℝ) * (L + 1) * response Z L r / (2 * r ^ 2) = r ^ L := by
  rw [(hasDerivAt_deriv_response Z hL hr.ne').deriv, (hasDerivAt_response Z hL r).deriv]
  obtain ⟨n, rfl⟩ : ∃ n, L = n + 1 := ⟨L - 1, by omega⟩
  have h1 : (n : ℝ) + 1 ≠ 0 := by positivity
  have h2 : (n : ℝ) + 1 + 1 ≠ 0 := by positivity
  simp only [response, Nat.add_sub_cancel]
  push_cast
  field_simp
  ring

/-- The first-order orbital solves the first-order Schrödinger equation
`(h - E) ψ₁ = -r ^ L ψ₀` with `E = -Z² / 2` and `ψ₀ = exp(-Z r)`. -/
theorem sternheimer_orbital {Z : ℝ} (hZ : 0 < Z) {L : ℕ} (hL : 1 ≤ L) {r : ℝ} (hr : 0 < r) :
    radialHamiltonian Z L (firstOrderOrbital Z L) r
      - (-Z ^ 2 / 2) * firstOrderOrbital Z L r = -(r ^ L * Real.exp (-(Z * r))) := by
  have h := sternheimer_amplitude hZ hL hr
  have hf : ∀ x, HasDerivAt (response Z L) (deriv (response Z L) x) x :=
    fun x => (hasDerivAt_response Z hL x).differentiableAt.hasDerivAt
  have hf2 : HasDerivAt (deriv (response Z L)) (deriv (deriv (response Z L)) r) r :=
    (hasDerivAt_deriv_response Z hL hr.ne').differentiableAt.hasDerivAt
  -- product rule, once and twice
  have d1 : deriv (firstOrderOrbital Z L) = fun x =>
      -((deriv (response Z L) x - Z * response Z L x) * Real.exp (-(Z * x))) := by
    funext x
    have hx : HasDerivAt (firstOrderOrbital Z L)
        (-((deriv (response Z L) x - Z * response Z L x) * Real.exp (-(Z * x)))) x :=
      ((hf x).fun_mul (hasDerivAt_orbital Z x)).fun_neg.congr_deriv (by ring)
    exact hx.deriv
  have d2 : HasDerivAt (fun x =>
      -((deriv (response Z L) x - Z * response Z L x) * Real.exp (-(Z * x))))
      (-((deriv (deriv (response Z L)) r - 2 * Z * deriv (response Z L) r
        + Z ^ 2 * response Z L r) * Real.exp (-(Z * r)))) r :=
    ((hf2.fun_sub ((hf r).const_mul Z)).fun_mul
      (hasDerivAt_orbital Z r)).fun_neg.congr_deriv (by ring)
  unfold radialHamiltonian
  rw [d1, d2.deriv]
  simp only [firstOrderOrbital]
  linear_combination (-Real.exp (-(Z * r))) * h

/-- The integral over `r > 0` of a decaying exponential times the sum of a linear and a quadratic
term. -/
theorem radial_integral {c p q : ℝ} (hc : 0 < c) (hp : 0 ≤ p) (hq : 0 ≤ q) :
    ∫ r in Ioi (0 : ℝ), Real.exp (-(c * r)) * (2 * p * (c * r) + q * (c * r) ^ 2)
      = (2 * p + 2 * q) / c := by
  let G : ℝ → ℝ := fun r => -(1 / c) * (Real.exp (-(c * r)) *
    (q * c ^ 2 * r ^ 2 + (2 * p + 2 * q) * c * r + (2 * p + 2 * q)))
  have hG : ∀ x ∈ Ici (0 : ℝ), HasDerivAt G
      (Real.exp (-(c * x)) * (2 * p * (c * x) + q * (c * x) ^ 2)) x := by
    intro x _
    have hpoly := (((hasDerivAt_pow 2 x).const_mul (q * c ^ 2)).fun_add
      ((hasDerivAt_id' x).const_mul ((2 * p + 2 * q) * c))).add_const (2 * p + 2 * q)
    refine (((hasDerivAt_orbital c x).fun_mul hpoly).const_mul (-(1 / c))).congr_deriv ?_
    generalize Real.exp (-(c * x)) = E
    norm_num
    field_simp
    ring
  -- the antiderivative vanishes far from the nucleus
  have h : ∀ n : ℕ, Tendsto (fun r : ℝ => (c * r) ^ n * Real.exp (-(c * r))) atTop (𝓝 0) :=
    fun n => (Real.tendsto_pow_mul_exp_neg_atTop_nhds_zero n).comp
      (tendsto_id.const_mul_atTop hc)
  have hlim : Tendsto G atTop (𝓝 0) := by
    have T := (((h 2).const_mul q).add (((h 1).const_mul (2 * p + 2 * q)).add
      ((h 0).const_mul (2 * p + 2 * q)))).const_mul (-(1 / c))
    simp only [mul_zero, add_zero] at T
    refine T.congr fun r => ?_
    simp only [G]
    ring
  rw [integral_Ioi_of_hasDerivAt_of_nonneg' hG (fun x hx => ?_) hlim]
  · simp only [G, mul_zero, neg_zero, Real.exp_zero]
    ring
  · have hx' : 0 < x := hx
    positivity

/-- The 1s radial density describes exactly one electron. -/
theorem radialDensity_normalized {Z : ℝ} (hZ : 0 < Z) :
    ∫ r in Ioi (0 : ℝ), radialDensity Z r = 1 := by
  have h := radial_integral (c := 2 * Z) (p := 0) (q := Z) (by positivity) le_rfl hZ.le
  have e : ∀ r : ℝ, radialDensity Z r = Real.exp (-(2 * Z * r)) *
      (2 * 0 * (2 * Z * r) + Z * (2 * Z * r) ^ 2) := fun r => by
    unfold radialDensity
    ring
  simp_rw [e]
  rw [h]
  field_simp
  norm_num

/-- The relaxed 1s electron opposes an applied `L`-pole potential at the nucleus with
relative strength `2 / (L (L + 1) Z)`. -/
theorem shielding_eq {Z : ℝ} (hZ : 0 < Z) {L : ℕ} (hL : 1 ≤ L) :
    shielding Z L = 2 / ((L : ℝ) * (L + 1) * Z) := by
  have h0 : (0 : ℝ) < L := by exact_mod_cast hL
  have h1 : (L : ℝ) + 1 ≠ 0 := by positivity
  have h2 : 2 * (L : ℝ) + 1 ≠ 0 := by positivity
  -- the multipole kernel cancels the power of r in the response
  have e : ∀ r ∈ Ioi (0 : ℝ), radialDensity Z r * response Z L r / r ^ (L + 1)
      = Real.exp (-(2 * Z * r)) *
        (2 * (1 / (L : ℝ)) * (2 * Z * r) + 1 / ((L : ℝ) + 1) * (2 * Z * r) ^ 2) := by
    intro r hr
    have hr' : r ≠ 0 := ne_of_gt hr
    unfold radialDensity response
    generalize Real.exp (-(2 * Z * r)) = E
    field_simp
    ring
  unfold shielding
  rw [setIntegral_congr_fun measurableSet_Ioi e,
    radial_integral (by positivity) (by positivity) (by positivity)]
  field_simp
  ring

/-- For a uniform applied field the shielding by one 1s electron is `1 / Z`. -/
theorem dipole_shielding {Z : ℝ} (hZ : 0 < Z) : shielding Z 1 = 1 / Z := by
  rw [shielding_eq hZ le_rfl]
  push_cast
  field_simp
  norm_num

/-- The relaxed hydrogen 1s shell changes an applied field gradient at the nucleus by
one third. -/
theorem hydrogen_field_gradient_shielding : shielding 1 2 = 1 / 3 := by
  rw [shielding_eq one_pos (by norm_num)]
  norm_num

end

end SternheimerShielding
```

```lean
#print axioms SternheimerShielding.sternheimer_orbital
#print axioms SternheimerShielding.radialDensity_normalized
#print axioms SternheimerShielding.dipole_shielding
#print axioms SternheimerShielding.hydrogen_field_gradient_shielding
```

```
'SternheimerShielding.sternheimer_orbital' depends on axioms: [propext, Classical.choice, Quot.sound]
'SternheimerShielding.radialDensity_normalized' depends on axioms: [propext, Classical.choice, Quot.sound]
'SternheimerShielding.dipole_shielding' depends on axioms: [propext, Classical.choice, Quot.sound]
'SternheimerShielding.hydrogen_field_gradient_shielding' depends on axioms: [propext, Classical.choice, Quot.sound]
```

## How the proof follows the calculation

**Derivatives.** `hasDerivAt_response` gives $f'=r^{L-1}/Z^2+r^L/Z$, and `hasDerivAt_deriv_response` differentiates again for $r\neq0$. Both theorems about the differential equations use these results. Writing $L=n+1$ turns the exponent $L-1$ into $n$. The second derivative still produces $n\,r^{n-1}$, which the step `key` rewrites as $n\,r^n/r$, treating $n=0$ separately.

**The two equations.** `sternheimer_amplitude` inserts the derivatives; `field_simp` clears the denominators and `ring` confirms the matching of powers. In `sternheimer_orbital`, `d1` and `d2` are the two applications of the product rule. The final `linear_combination` multiplies the reduced equation by $-e^{-Zr}$, which is the substitution made above read backwards.

**The integral.** `radial_integral` treats both exponential moments at once, using the explicit antiderivative

$$G(r)=-\frac{e^{-cr}}{c}\big[qc^2r^2+(2p+2q)cr+(2p+2q)\big].$$

The proof checks $G'$ and shows that $G\to0$ at infinity. Since the integrand is nonnegative, the fundamental theorem on the half-line applies without a separate proof of integrability, and the integral is $-G(0)=(2p+2q)/c$.

**The shielding factor.** `radialDensity_normalized` uses this integral with $c=2Z$, $p=0$ and $q=Z$. `shielding_eq` first cancels the powers of $r$ in step `e`, then uses $c=2Z$, $p=1/L$ and $q=1/(L+1)$. The last two theorems set $L=1$ for general $Z$, and $Z=1$, $L=2$ for the hydrogen field gradient.
